# Franck–Condon factors between a well and its mirror image are symmetric for nondegenerate levels

## Wells, reflection and overlaps

Let $V$ be a real or complex inner product space of vibrational states, and let $H$ be the vibrational Hamiltonian of the lower electronic state. The reflection $R$ is a linear map on $V$ with

$$\langle Rx,y\rangle=\langle x,Ry\rangle,\qquad R(Rx)=x .$$

For one nuclear coordinate $q$, with its origin midway between the two wells, $(R\psi)(q)=\psi(-q)$. The upper state has the vibrational Hamiltonian $H'=RHR$: the kinetic energy is unchanged and the potential $W(q)$ becomes $W(-q)$.

The unit vectors $u_k$ and $v_k$ are eigenvectors of $H$ and $H'$ at the same real energy $E_k$. The electronic energy difference is kept out of $E_k$ and enters the spectra as $\Delta$, the position of the line between levels of equal index. The Franck–Condon factor is

$$F_{mn}=|\langle u_m,v_n\rangle|^2,$$

with the lower-state level always first. An energy is nondegenerate if any eigenvector at it is a multiple of any other nonzero one.

In Lean, $V$ is `V` over the scalars `𝕜`, $H'$ is `mirrored H R`, and `franckCondon 𝕜 x y` is the squared modulus of the overlap. The two properties of $R$ are `R.IsSymmetric` and `∀ x, R (R x) = x`. The index type `ι` labels the levels, and `E k` is real.

## The symmetric table and the mirrored spectra

If $E_m$ and $E_n$ are nondegenerate for $H$, then

$$F_{mn}=F_{nm}.$$

This is `franckCondon_mirror`. The potential need not be harmonic, and $V$ may be infinite-dimensional. In finite dimension, `franckCondon_mirror_of_distinct` replaces the nondegeneracy condition by a count: there are as many distinct energies as dimensions. A real symmetric $N\times N$ matrix with $N$ distinct eigenvalues is the case $V=\mathbb R^N$.

For a finite list of levels, let $p_m$ be the initial populations and $g$ the line shape. The profiles at photon energy $\omega$, without frequency prefactors, are

$$A(\omega)=\sum_{m,n}p_m|\langle u_m,v_n\rangle|^2\,g\big(\omega-(\Delta+E_n-E_m)\big),$$

$$L(\omega)=\sum_{m,n}p_m|\langle v_m,u_n\rangle|^2\,g\big(\omega-(\Delta+E_m-E_n)\big)$$

for absorption and emission. If all listed levels are nondegenerate and $g$ is even, `emission_eq_absorption` gives $L(\Delta-x)=A(\Delta+x)$ for every $x$.

## Where a spectrum code relies on the symmetry

A vibronic code relies on the identity if it computes only half of the overlap table, or if it obtains an emission profile by reflecting an absorption profile. For Hamiltonians related by a reflection and nondegenerate levels, `franckCondon_mirror` justifies the first. Under the same conditions, `emission_eq_absorption` justifies the second for profiles without frequency prefactors, in a model with a constant electronic transition dipole, the same initial populations in both processes and an even line shape. The identity also gives a check: with a mirrored pair of wells as input and nondegenerate levels, the table of squared overlaps should equal its transpose up to the accuracy of the diagonalisation.

For this check the discretised Hamiltonians themselves must satisfy $H'=RHR$. A grid symmetric about the mirror point allows this; an asymmetric grid generally breaks the relation even when the two potentials are exact reflections.

Displaced one-dimensional harmonic wells of equal frequency are mirror images about their midpoint. Two displaced copies of an anharmonic well generally are not. The stretching potentials of a diatomic molecule, for instance, are both steep at short bond lengths, whereas a reflection would put one steep wall at long bond lengths.

## From a reflected eigenvector to equal overlaps

First, $R$ preserves norms:

$$\|Rx\|^2=\langle Rx,Rx\rangle=\langle x,R(Rx)\rangle=\|x\|^2 .$$

Next, apply $R$ to $RHRv_k=E_kv_k$. Since $R^2=1$,

$$H(Rv_k)=E_k\,Rv_k .$$

So $Rv_k$ is an eigenvector of $H$ at $E_k$. If that energy is nondegenerate, $Rv_k=c_ku_k$ for some scalar $c_k$. Both sides have norm $|c_k|$, and the left side has norm 1, so $|c_k|=1$. Applying $R$ once more gives

$$v_k=c_k\,Ru_k .$$

With an inner product linear in its second argument,

$$|\langle u_m,v_n\rangle|=|c_n|\,|\langle u_m,Ru_n\rangle|=|\langle Ru_m,u_n\rangle|=|\langle u_n,Ru_m\rangle|=|\langle u_n,v_m\rangle| .$$

The second equality moves $R$ across the inner product, the third exchanges the arguments, which at most conjugates the value, and the last uses $|c_m|=1$. Squaring gives $F_{mn}=F_{nm}$.

In dimension $N$ with $N$ distinct energies, the $u_j$ are linearly independent. Indeed, a shortest nontrivial relation among them has at least two terms, and applying $H-E_j$ for one of its indices $j$ would remove exactly one term. The $u_j$ therefore form a basis. If $w=\sum_ja_ju_j$ satisfies $Hw=E_kw$, then

$$\sum_ja_j(E_j-E_k)u_j=0,$$

so $a_j=0$ for $j\ne k$ and $w=a_ku_k$. Every eigenvector at $E_k$ is thus a multiple of $u_k$, and the level is nondegenerate.

For the spectra, compare the terms with the same $m$ and $n$. Their factors agree because $|\langle v_m,u_n\rangle|^2=F_{nm}=F_{mn}$. Their detunings are opposite:

$$(\Delta-x)-(\Delta+E_m-E_n)=-\big[(\Delta+x)-(\Delta+E_n-E_m)\big].$$

An even $g$ takes the same value at both, so the sums agree term by term.

## The Lean file, from reflection to a two-level example

```lean
import Mathlib

open scoped InnerProductSpace

namespace MirrorSymmetry

noncomputable section

variable {𝕜 V ι : Type*} [RCLike 𝕜] [NormedAddCommGroup V] [InnerProductSpace 𝕜 V]

/-- The Hamiltonian `R H R` of the well obtained from `H` by the reflection `R`. -/
def mirrored (H R : V →ₗ[𝕜] V) : V →ₗ[𝕜] V := R ∘ₗ H ∘ₗ R

variable (𝕜) in
/-- The Franck-Condon factor of two vibrational states: the squared modulus of their overlap. -/
def franckCondon (x y : V) : ℝ := ‖inner 𝕜 x y‖ ^ 2

/-- The energy `e` is nondegenerate for `H`: every eigenvector at `e` is a multiple of any
other nonzero one. -/
def Nondegenerate (H : V →ₗ[𝕜] V) (e : ℝ) : Prop :=
  ∀ x y : V, x ≠ 0 → H x = (e : 𝕜) • x → H y = (e : 𝕜) • y → ∃ c : 𝕜, y = c • x

/-- A symmetric involution preserves the norm of every state. -/
theorem norm_reflect {R : V →ₗ[𝕜] V} (hR : R.IsSymmetric) (hRR : ∀ x, R (R x) = x) (x : V) :
    ‖R x‖ = ‖x‖ := by
  have h : inner 𝕜 (R x) (R x) = inner 𝕜 x x := by rw [hR x (R x), hRR]
  rw [inner_self_eq_norm_sq_to_K, inner_self_eq_norm_sq_to_K] at h
  have h2 : ‖R x‖ ^ 2 = ‖x‖ ^ 2 := by exact_mod_cast h
  exact (sq_eq_sq₀ (norm_nonneg _) (norm_nonneg _)).1 h2

/-- For an involution `R`, reflecting an eigenstate of the mirrored well gives an eigenstate of
the original well at the same energy. -/
theorem reflect_eigenstate {H R : V →ₗ[𝕜] V} (hRR : ∀ x, R (R x) = x) {e : ℝ} {v : V}
    (hv : mirrored H R v = (e : 𝕜) • v) : H (R v) = (e : 𝕜) • R v := by
  have h : R (H (R v)) = (e : 𝕜) • v := hv
  rw [← hRR (H (R v)), h, map_smul]

/-- For a symmetric involution `R` and a nondegenerate level, the normalised eigenstate of the
mirrored well is the reflected normalised eigenstate of the original well, up to a phase. -/
theorem eigenstate_eq_phase_smul {H R : V →ₗ[𝕜] V} (hR : R.IsSymmetric)
    (hRR : ∀ x, R (R x) = x) {e : ℝ} (he : Nondegenerate H e) {u v : V}
    (hu : H u = (e : 𝕜) • u) (hv : mirrored H R v = (e : 𝕜) • v)
    (hu1 : ‖u‖ = 1) (hv1 : ‖v‖ = 1) : ∃ c : 𝕜, ‖c‖ = 1 ∧ v = c • R u := by
  have hu0 : u ≠ 0 := by
    intro h
    simp [h] at hu1
  obtain ⟨c, hc⟩ := he u (R v) hu0 hu (reflect_eigenstate hRR hv)
  refine ⟨c, ?_, ?_⟩
  · have h := norm_reflect hR hRR v
    rw [hc, norm_smul, hu1, hv1, mul_one] at h
    exact h
  · rw [← map_smul, ← hc, hRR]

/-- Mirror symmetry of Franck-Condon factors: for a well and its image under a symmetric
involution, the factors `m → n` and `n → m` between normalised eigenstates of two
nondegenerate levels are equal. -/
theorem franckCondon_mirror {H R : V →ₗ[𝕜] V} (hR : R.IsSymmetric)
    (hRR : ∀ x, R (R x) = x) {E : ι → ℝ} {u v : ι → V}
    (hu : ∀ k, H (u k) = (E k : 𝕜) • u k)
    (hv : ∀ k, mirrored H R (v k) = (E k : 𝕜) • v k)
    (hu1 : ∀ k, ‖u k‖ = 1) (hv1 : ∀ k, ‖v k‖ = 1) {m n : ι}
    (hm : Nondegenerate H (E m)) (hn : Nondegenerate H (E n)) :
    franckCondon 𝕜 (u m) (v n) = franckCondon 𝕜 (u n) (v m) := by
  obtain ⟨c, hc, hvm⟩ := eigenstate_eq_phase_smul hR hRR hm (hu m) (hv m) (hu1 m) (hv1 m)
  obtain ⟨d, hd, hvn⟩ := eigenstate_eq_phase_smul hR hRR hn (hu n) (hv n) (hu1 n) (hv1 n)
  -- the phases have modulus one, and `R` moves across the inner product
  unfold franckCondon
  rw [hvm, hvn, inner_smul_right, inner_smul_right, norm_mul, norm_mul, hc, hd, one_mul,
    one_mul, ← hR (u m) (u n), norm_inner_symm (R (u m)) (u n)]

/-- In finite dimension, if `H` has as many distinct real eigenvalues as the dimension, each of them
is nondegenerate. -/
theorem nondegenerate_of_distinct [Fintype ι] [FiniteDimensional 𝕜 V] {H : V →ₗ[𝕜] V}
    {E : ι → ℝ} (hE : Function.Injective E) (hcard : Fintype.card ι = Module.finrank 𝕜 V)
    {u : ι → V} (hu : ∀ k, H (u k) = (E k : 𝕜) • u k) (hu0 : ∀ k, u k ≠ 0) (k : ι) :
    Nondegenerate H (E k) := by
  have hinj : Function.Injective (fun j => (E j : 𝕜)) := fun a b h =>
    hE (RCLike.ofReal_injective h)
  have hli : LinearIndependent 𝕜 u :=
    Module.End.eigenvectors_linearIndependent' H (fun j => (E j : 𝕜)) hinj u
      (fun j => ⟨Module.End.mem_eigenspace_iff.2 (hu j), hu0 j⟩)
  have hspan := hli.span_eq_top_of_card_eq_finrank' hcard
  -- an eigenvector at `E k` has no component along the other eigenvectors
  have key : ∀ w, H w = (E k : 𝕜) • w → ∃ a : 𝕜, w = a • u k := by
    intro w hw
    have hmem : w ∈ Submodule.span 𝕜 (Set.range u) := by rw [hspan]; trivial
    obtain ⟨c, rfl⟩ := (Submodule.mem_span_range_iff_exists_fun 𝕜).1 hmem
    have hz : ∑ j, (c j * ((E j : 𝕜) - (E k : 𝕜))) • u j = 0 := by
      rw [map_sum, Finset.smul_sum, ← sub_eq_zero, ← Finset.sum_sub_distrib] at hw
      rw [← hw]
      refine Finset.sum_congr rfl fun j _ => ?_
      rw [map_smul, hu j]
      module
    have hc := Fintype.linearIndependent_iff.1 hli _ hz
    refine ⟨c k, Finset.sum_eq_single k (fun j _ hj => ?_) (fun h => ?_)⟩
    · have hne : (E j : 𝕜) - (E k : 𝕜) ≠ 0 := sub_ne_zero.2 fun h => hj (hinj h)
      rw [(mul_eq_zero.1 (hc j)).resolve_right hne, zero_smul]
    · exact absurd (Finset.mem_univ k) h
  intro x y hx hHx hHy
  obtain ⟨a, ha⟩ := key x hHx
  obtain ⟨b, hb⟩ := key y hHy
  have ha0 : a ≠ 0 := by
    intro h
    exact hx (by rw [ha, h, zero_smul])
  exact ⟨b / a, by rw [ha, hb, smul_smul, div_mul_cancel₀ b ha0]⟩

/-- In finite dimension, if the distinct energies are as many as the dimension, the
Franck-Condon factors between normalised eigenstates of a well and of its image under a
symmetric involution form a symmetric table. -/
theorem franckCondon_mirror_of_distinct [Fintype ι] [FiniteDimensional 𝕜 V]
    {H R : V →ₗ[𝕜] V} (hR : R.IsSymmetric) (hRR : ∀ x, R (R x) = x) {E : ι → ℝ}
    (hE : Function.Injective E) (hcard : Fintype.card ι = Module.finrank 𝕜 V) {u v : ι → V}
    (hu : ∀ k, H (u k) = (E k : 𝕜) • u k)
    (hv : ∀ k, mirrored H R (v k) = (E k : 𝕜) • v k)
    (hu1 : ∀ k, ‖u k‖ = 1) (hv1 : ∀ k, ‖v k‖ = 1) (m n : ι) :
    franckCondon 𝕜 (u m) (v n) = franckCondon 𝕜 (u n) (v m) := by
  have hu0 : ∀ k, u k ≠ 0 := by
    intro k h
    have h1 := hu1 k
    simp [h] at h1
  have hnd := nondegenerate_of_distinct hE hcard hu hu0
  exact franckCondon_mirror hR hRR hu hv hu1 hv1 (hnd m) (hnd n)

variable (𝕜) in
/-- Absorption profile at photon energy `ω`, without frequency prefactor: lines from levels `u m`
with populations `p m` to levels `v n`, with electronic origin `Δ` and line shape `g`. -/
def absorption [Fintype ι] (Δ : ℝ) (p E : ι → ℝ) (g : ℝ → ℝ) (u v : ι → V) (ω : ℝ) : ℝ :=
  ∑ m, ∑ n, p m * franckCondon 𝕜 (u m) (v n) * g (ω - (Δ + E n - E m))

variable (𝕜) in
/-- Emission profile at photon energy `ω`, without frequency prefactor: lines from levels `v m`
with populations `p m` to levels `u n`, with electronic origin `Δ` and line shape `g`. -/
def emission [Fintype ι] (Δ : ℝ) (p E : ι → ℝ) (g : ℝ → ℝ) (u v : ι → V) (ω : ℝ) : ℝ :=
  ∑ m, ∑ n, p m * franckCondon 𝕜 (v m) (u n) * g (ω - (Δ + E m - E n))

/-- For wells related by a symmetric involution, with normalised eigenstates, nondegenerate levels,
the same initial populations in both processes and an even line shape, emission at `Δ - x` equals
absorption at `Δ + x`. -/
theorem emission_eq_absorption [Fintype ι] {H R : V →ₗ[𝕜] V} (hR : R.IsSymmetric)
    (hRR : ∀ x, R (R x) = x) {E : ι → ℝ} {u v : ι → V}
    (hu : ∀ k, H (u k) = (E k : 𝕜) • u k)
    (hv : ∀ k, mirrored H R (v k) = (E k : 𝕜) • v k)
    (hu1 : ∀ k, ‖u k‖ = 1) (hv1 : ∀ k, ‖v k‖ = 1) (hnd : ∀ k, Nondegenerate H (E k))
    (p : ι → ℝ) {g : ℝ → ℝ} (hg : ∀ y, g (-y) = g y) (Δ x : ℝ) :
    emission 𝕜 Δ p E g u v (Δ - x) = absorption 𝕜 Δ p E g u v (Δ + x) := by
  unfold emission absorption
  refine Finset.sum_congr rfl fun m _ => Finset.sum_congr rfl fun n _ => ?_
  have h1 : franckCondon 𝕜 (v m) (u n) = franckCondon 𝕜 (u m) (v n) := by
    rw [franckCondon_mirror hR hRR hu hv hu1 hv1 (hnd m) (hnd n)]
    unfold franckCondon
    rw [norm_inner_symm]
  -- the two detunings are opposite
  have h2 : Δ - x - (Δ + E m - E n) = -(Δ + x - (Δ + E n - E m)) := by ring
  rw [h1, h2, hg]

/-- The two-level Hamiltonian with matrix rows `(16, -12)` and `(-12, 9)`. -/
def exampleH : EuclideanSpace ℝ (Fin 2) →ₗ[ℝ] EuclideanSpace ℝ (Fin 2) where
  toFun x := !₂[16 * x 0 - 12 * x 1, -12 * x 0 + 9 * x 1]
  map_add' x y := by ext i; fin_cases i <;> simp <;> ring
  map_smul' c x := by ext i; fin_cases i <;> simp <;> ring

/-- The parity that changes the sign of the second basis state. -/
def exampleR : EuclideanSpace ℝ (Fin 2) →ₗ[ℝ] EuclideanSpace ℝ (Fin 2) where
  toFun x := !₂[x 0, -x 1]
  map_add' x y := by ext i; fin_cases i <;> simp; ring
  map_smul' c x := by ext i; fin_cases i <;> simp

/-- Two states of the original well. -/
def exampleU : Fin 2 → EuclideanSpace ℝ (Fin 2) := ![!₂[3 / 5, 4 / 5], !₂[-4 / 5, 3 / 5]]

/-- Two states of the mirrored well. -/
def exampleV : Fin 2 → EuclideanSpace ℝ (Fin 2) := ![!₂[3 / 5, -4 / 5], !₂[4 / 5, 3 / 5]]

/-- The two-level well, its parity and the listed states, with energies 0 and 25, meet the symmetry,
involution, eigenvalue and normalisation hypotheses of `franckCondon_mirror`, and the factor `0 → 1`
is 576/625. -/
theorem franckCondon_mirror_witness :
    exampleR.IsSymmetric ∧ (∀ x, exampleR (exampleR x) = x) ∧
    (∀ k, exampleH (exampleU k) = (![0, 25] k : ℝ) • exampleU k) ∧
    (∀ k, mirrored exampleH exampleR (exampleV k) = (![0, 25] k : ℝ) • exampleV k) ∧
    (∀ k, ‖exampleU k‖ = 1) ∧ (∀ k, ‖exampleV k‖ = 1) ∧
    franckCondon ℝ (exampleU 0) (exampleV 1) = 576 / 625 := by
  refine ⟨?_, ?_, ?_, ?_, ?_, ?_, ?_⟩
  · intro x y
    simp [exampleR, PiLp.inner_apply, Fin.sum_univ_two]
  · intro x
    ext i
    fin_cases i <;> simp [exampleR]
  · intro k
    ext i
    fin_cases k <;> fin_cases i <;> norm_num [exampleH, exampleU]
  · intro k
    ext i
    fin_cases k <;> fin_cases i <;> norm_num [mirrored, exampleH, exampleR, exampleV]
  · intro k
    rw [EuclideanSpace.norm_eq, Real.sqrt_eq_one]
    simp only [Fin.sum_univ_two, Real.norm_eq_abs, sq_abs]
    fin_cases k <;> norm_num [exampleU]
  · intro k
    rw [EuclideanSpace.norm_eq, Real.sqrt_eq_one]
    simp only [Fin.sum_univ_two, Real.norm_eq_abs, sq_abs]
    fin_cases k <;> norm_num [exampleV]
  · unfold franckCondon
    rw [Real.norm_eq_abs, sq_abs]
    norm_num [exampleU, exampleV, PiLp.inner_apply, Fin.sum_univ_two]

end

end MirrorSymmetry
```

```lean
#print axioms MirrorSymmetry.franckCondon_mirror
-- 'MirrorSymmetry.franckCondon_mirror' depends on axioms: [propext, Classical.choice, Quot.sound]
#print axioms MirrorSymmetry.franckCondon_mirror_of_distinct
-- 'MirrorSymmetry.franckCondon_mirror_of_distinct' depends on axioms: [propext, Classical.choice, Quot.sound]
#print axioms MirrorSymmetry.emission_eq_absorption
-- 'MirrorSymmetry.emission_eq_absorption' depends on axioms: [propext, Classical.choice, Quot.sound]
```

## Lemmas behind the symmetry

`norm_reflect` is the norm computation, and `reflect_eigenstate` applies $R$ to the eigenvalue equation. `eigenstate_eq_phase_smul` combines them with nondegeneracy to obtain $v=c\,Ru$ with $|c|=1$. In `franckCondon_mirror`, the two `obtain` lines supply the phases for $m$ and $n$. The final rewrite removes their moduli, moves $R$ with `hR`, and exchanges the arguments with `norm_inner_symm`.

`nondegenerate_of_distinct` takes linear independence from Mathlib and the basis property from the dimension count. Its intermediate claim `key` is the coefficient argument above. `franckCondon_mirror_of_distinct` then passes the resulting nondegeneracy to the main theorem. In `emission_eq_absorption`, two uses of `Finset.sum_congr` reduce the equality to one pair of levels; `h1` equates the factors and `h2` the detunings up to sign.

`franckCondon_mirror_witness` checks a concrete pair of two-level wells by direct arithmetic. The Hamiltonian has energies 0 and 25, two distinct values in dimension two, so both levels are nondegenerate by `nondegenerate_of_distinct`. The parity changes the sign of the second basis state. The factor $F_{01}=576/625$ shows that the symmetric table need not be diagonal. Here $v_1=-Ru_1$, so a sign does occur and disappears on squaring.

## What the theorems guarantee about a computed spectrum

The equality holds for every choice of phases in the eigenvectors, so a code need not align signs before comparing squared overlaps. The theorems do not require $H$ to be symmetric; they use only the stated eigenvectors with real energies. The overlaps themselves, before squaring, may differ by a phase.

Some condition on degeneracy is needed. On $\mathbb R^3$ with $H=0$ and $R=1$, take $u_k=e_k$ and let $v_0,v_1,v_2$ be $e_1,e_2,e_0$. Then $F_{10}=1$ but $F_{01}=0$.

`H` and `R` are linear maps defined on all of `V`, which need not be complete. An unbounded Hamiltonian therefore has to be given on a subspace that contains the eigenstates and that both maps send into itself. The existence of eigenstates is part of the input.

The theorem `emission_eq_absorption` uses the same populations `p` for the initial levels of both processes. This stands for vibrational equilibration at a common temperature before absorption and before emission. The even line shape stands for symmetric broadening, such as a Gaussian or Lorentzian. Measured spectra also carry frequency prefactors, which must be divided out before the comparison. The familiar mirror-image rule for molecular spectra is thus obtained for a model with reflected wells, and whether a given molecule is close to that model is a separate question.

A numerical diagonaliser returns approximate eigenvectors, for which the theorems give no error estimate. Nearly degenerate levels deserve particular care, because small perturbations can mix their eigenvectors strongly and make the computed table visibly asymmetric.
